# Constant step of the KLI potential as a second fixed orbital begins to fill

When a frontier orbital φ₂ starts to fill above a filled orbital φ₁, the Krieger–Li–Iafrate (KLI) exchange potential v can jump by a constant; to isolate that jump, both orbitals and their orbital potentials u₁, u₂ are held fixed while the occupation f of φ₂ tends to zero from above. In a self-consistent calculation they vary with f, and their convergence as f → 0+ would be a further step.

The grid `ι` carries real orbitals, with quadrature weights absorbed into them. The functions u₁, u₂ stand for the orbital-dependent exchange potentials and may be any real functions. With φ₁ singly occupied, the density n, the potential v and an overlap weight w are

n = φ₁² + f φ₂²

v = [φ₁²(u₁ + c) + f φ₂² u₂] / n

w = φ₁² φ₂² / n

where c is a constant still to be fixed.

```lean
import Mathlib

open Filter Topology

namespace KLIDiscontinuity

noncomputable section

variable {ι : Type*}

/-- Density of a filled orbital `φ₁` and a frontier orbital `φ₂` with occupation `f`. -/
def density (φ₁ φ₂ : ι → ℝ) (f : ℝ) (x : ι) : ℝ := φ₁ x ^ 2 + f * φ₂ x ^ 2

/-- KLI potential: the density-weighted average of the orbital potentials `u₁ + c` and `u₂`,
defined where the density is nonzero. -/
def kliPotential (φ₁ φ₂ u₁ u₂ : ι → ℝ) (f c : ℝ) (x : ι) : ℝ :=
  (φ₁ x ^ 2 * (u₁ x + c) + f * φ₂ x ^ 2 * u₂ x) / density φ₁ φ₂ f x

/-- Overlap weight `φ₁² φ₂² / n` of the two orbitals, defined where the density `n` is nonzero. -/
def overlapWeight (φ₁ φ₂ : ι → ℝ) (f : ℝ) (x : ι) : ℝ :=
  φ₁ x ^ 2 * φ₂ x ^ 2 / density φ₁ φ₂ f x
```

## (a) Positive density

Let φ₁ vanish nowhere and f ≥ 0. Show that at every point

n(x) > 0.

**Solution.** φ₁(x)² is positive and f φ₂(x)² is nonnegative. The Lean term adds these two facts.

```lean
/-- The density is positive everywhere if the filled orbital has no zero on the grid and the
frontier occupation is nonnegative. -/
theorem density_pos {φ₁ : ι → ℝ} (φ₂ : ι → ℝ) (h : ∀ x, φ₁ x ≠ 0) {f : ℝ} (hf : 0 ≤ f)
    (x : ι) : 0 < density φ₁ φ₂ f x :=
  add_pos_of_pos_of_nonneg (pow_pos (abs_pos.mpr (h x)) 2 |>.trans_eq (sq_abs _))
    (mul_nonneg hf (sq_nonneg _))
```

## (b) Distance from the lower orbital potential

Under the same assumptions, show that

v − u₁ = c + f φ₂²(u₂ − u₁ − c)/n.

**Solution.** Multiply by n:

n(v − u₁) = φ₁² c + f φ₂²(u₂ − u₁) = n c + f φ₂²(u₂ − u₁ − c).

Divide by n, which is nonzero by (a). Lean clears the denominator likewise and finishes with `ring`.

```lean
/-- For a nowhere vanishing filled orbital and `f ≥ 0`, the KLI potential differs from `u₁` by
the constant `c` plus a term weighted by the frontier orbital's share of the density. -/
theorem kliPotential_sub_lower {φ₁ : ι → ℝ} (φ₂ u₁ u₂ : ι → ℝ) (h : ∀ x, φ₁ x ≠ 0)
    {f : ℝ} (hf : 0 ≤ f) (c : ℝ) (x : ι) :
    kliPotential φ₁ φ₂ u₁ u₂ f c x - u₁ x =
      c + f * φ₂ x ^ 2 * (u₂ x - u₁ x - c) / density φ₁ φ₂ f x := by
  have hn := (density_pos φ₂ h hf x).ne'
  rw [← sub_eq_iff_eq_add', eq_div_iff hn, sub_mul, sub_mul]
  unfold kliPotential
  rw [div_mul_cancel₀ _ hn]
  unfold density
  ring
```

## (c) The shift fixed by the frontier orbital

`FrontierCondition` requires Σφ₂²(v − u₂) = 0. It stands for the usual choice of the potential's additive constant, made in a finite system so that v vanishes far away, except possibly along a nodal surface of φ₂ that extends to infinity. `kliStep` names the sum Δ = Σφ₂²(u₂ − u₁), an average over φ₂ once φ₂ is normalised.

```lean
variable [Fintype ι]

/-- The KLI condition on the frontier orbital: `v` and `u₂` have equal averages over `φ₂²`. -/
def FrontierCondition (φ₁ φ₂ u₁ u₂ : ι → ℝ) (f c : ℝ) : Prop :=
  ∑ x, φ₂ x ^ 2 * (kliPotential φ₁ φ₂ u₁ u₂ f c x - u₂ x) = 0

/-- The sum of `φ₂² (u₂ - u₁)`, which is the average of `u₂ - u₁` over the frontier orbital `φ₂`
when `φ₂` is normalised. -/
def kliStep (φ₂ u₁ u₂ : ι → ℝ) : ℝ := ∑ x, φ₂ x ^ 2 * (u₂ x - u₁ x)
```

Let also Σφ₂² = 1. Show that the condition holds exactly when

c = Σw(u₂ − u₁) / Σw.

**Solution.** The definition of v gives v − u₂ = φ₁²(u₁ + c − u₂)/n. Multiply by φ₂² and sum:

Σφ₂²(v − u₂) = c Σw − Σw(u₂ − u₁).

Since φ₂ is nonzero somewhere, Σw > 0, and the linear equation has one solution. These steps are `key` and `hW`.

```lean
/-- For a nowhere vanishing filled orbital, a normalised frontier orbital and `f ≥ 0`, the
frontier condition has exactly one solution `c`, an overlap-weighted mean of `u₂ - u₁`. -/
theorem frontierCondition_iff {φ₁ φ₂ : ι → ℝ} (u₁ u₂ : ι → ℝ) (h : ∀ x, φ₁ x ≠ 0)
    (h₂ : ∑ x, φ₂ x ^ 2 = 1) {f : ℝ} (hf : 0 ≤ f) (c : ℝ) :
    FrontierCondition φ₁ φ₂ u₁ u₂ f c ↔
      c = (∑ x, overlapWeight φ₁ φ₂ f x * (u₂ x - u₁ x)) / ∑ x, overlapWeight φ₁ φ₂ f x := by
  -- the total overlap weight is positive, because `φ₂` is nonzero somewhere
  obtain ⟨y, hy⟩ : ∃ y, φ₂ y ≠ 0 := by
    by_contra hn
    simp only [not_exists, ne_eq, not_not] at hn
    simp [hn] at h₂
  have hW : 0 < ∑ x, overlapWeight φ₁ φ₂ f x := by
    refine Finset.sum_pos' (fun x _ => ?_) ⟨y, Finset.mem_univ y, ?_⟩
    · exact div_nonneg (by positivity) (density_pos φ₂ h hf x).le
    · have h1 := h y
      exact div_pos (by positivity) (density_pos φ₂ h hf y)
  -- the condition is linear in `c`
  have key : ∑ x, φ₂ x ^ 2 * (kliPotential φ₁ φ₂ u₁ u₂ f c x - u₂ x) =
      c * ∑ x, overlapWeight φ₁ φ₂ f x - ∑ x, overlapWeight φ₁ φ₂ f x * (u₂ x - u₁ x) := by
    rw [Finset.mul_sum, ← Finset.sum_sub_distrib]
    refine Finset.sum_congr rfl fun x _ => ?_
    have hn := (density_pos φ₂ h hf x).ne'
    have hr : kliPotential φ₁ φ₂ u₁ u₂ f c x - u₂ x =
        φ₁ x ^ 2 * (u₁ x + c - u₂ x) / density φ₁ φ₂ f x := by
      unfold kliPotential
      rw [eq_div_iff hn, sub_mul, div_mul_cancel₀ _ hn]
      unfold density
      ring
    rw [hr]
    unfold overlapWeight
    ring
  unfold FrontierCondition
  rw [key, sub_eq_zero, eq_div_iff hW.ne']
```

## (d) The lower orbital's KLI equation

Let φ₁ be normalised and vanish nowhere, f ≥ 0, and let c satisfy the frontier condition. Show that

Σφ₁²(v − u₁) = c.

**Solution.** Rearranging the definition of v gives, pointwise,

φ₁²(v − u₁) + f φ₂²(v − u₂) = c φ₁².

Sum over the grid: the second term vanishes and the right side becomes c. In Lean the summed identity is `hs`.

```lean
/-- For a normalised, nowhere vanishing filled orbital and `f ≥ 0`, the frontier condition makes
`c` equal to the average of `v - u₁` over the filled orbital. -/
theorem shift_selfConsistent {φ₁ φ₂ u₁ u₂ : ι → ℝ} (h : ∀ x, φ₁ x ≠ 0)
    (h₁ : ∑ x, φ₁ x ^ 2 = 1) {f c : ℝ} (hf : 0 ≤ f)
    (hc : FrontierCondition φ₁ φ₂ u₁ u₂ f c) :
    ∑ x, φ₁ x ^ 2 * (kliPotential φ₁ φ₂ u₁ u₂ f c x - u₁ x) = c := by
  have hs : ∑ x, φ₁ x ^ 2 * (kliPotential φ₁ φ₂ u₁ u₂ f c x - u₁ x) +
      f * ∑ x, φ₂ x ^ 2 * (kliPotential φ₁ φ₂ u₁ u₂ f c x - u₂ x) = c * ∑ x, φ₁ x ^ 2 := by
    rw [Finset.mul_sum, Finset.mul_sum, ← Finset.sum_add_distrib]
    refine Finset.sum_congr rfl fun x _ => ?_
    have hv : kliPotential φ₁ φ₂ u₁ u₂ f c x * density φ₁ φ₂ f x =
        φ₁ x ^ 2 * (u₁ x + c) + f * φ₂ x ^ 2 * u₂ x :=
      div_mul_cancel₀ _ (density_pos φ₂ h hf x).ne'
    unfold density at hv
    linear_combination hv
  unfold FrontierCondition at hc
  rwa [hc, h₁, mul_zero, add_zero, mul_one] at hs
```

## (e) The shift at finite occupation

With the assumptions of (c) and its condition satisfied, show that

Δ − c = f Σφ₂⁴(u₂ − u₁ − c)/n.

**Solution.** Subtract u₂ − u₁ from both sides of (b), multiply by φ₂² and sum:

0 = c − Δ + f Σφ₂⁴(u₂ − u₁ − c)/n.

`linear_combination` applies (b) at each point.

```lean
/-- Exact difference between the step and the shift `c`, where `c` satisfies the frontier condition
at occupation `f ≥ 0`, for a nowhere vanishing filled orbital and a normalised frontier orbital. -/
theorem step_sub_shift {φ₁ φ₂ u₁ u₂ : ι → ℝ} (h : ∀ x, φ₁ x ≠ 0)
    (h₂ : ∑ x, φ₂ x ^ 2 = 1) {f c : ℝ} (hf : 0 ≤ f)
    (hc : FrontierCondition φ₁ φ₂ u₁ u₂ f c) :
    kliStep φ₂ u₁ u₂ - c =
      f * ∑ x, φ₂ x ^ 4 * (u₂ x - u₁ x - c) / density φ₁ φ₂ f x := by
  have hs : ∑ x, φ₂ x ^ 2 * (kliPotential φ₁ φ₂ u₁ u₂ f c x - u₂ x) =
      c * ∑ x, φ₂ x ^ 2 - kliStep φ₂ u₁ u₂ +
        f * ∑ x, φ₂ x ^ 4 * (u₂ x - u₁ x - c) / density φ₁ φ₂ f x := by
    unfold kliStep
    rw [Finset.mul_sum, Finset.mul_sum, ← Finset.sum_sub_distrib, ← Finset.sum_add_distrib]
    refine Finset.sum_congr rfl fun x _ => ?_
    linear_combination φ₂ x ^ 2 * kliPotential_sub_lower φ₂ u₁ u₂ h hf c x
  unfold FrontierCondition at hc
  rw [hc, h₂] at hs
  linarith
```

## (f) The limiting shift

Let c(f) satisfy the frontier condition for every f > 0; by (c) there is exactly one such function on f > 0. Show that, as f → 0+,

c(f) → Δ.

**Solution.** Since n → φ₁² ≠ 0, each w → φ₂². In (c) the numerator tends to Δ and the denominator to Σφ₂² = 1. Lean writes the one-sided limit as `𝓝[>] 0`; `hnum` and `hden` are the two limits.

```lean
/-- For a nowhere vanishing filled orbital and a normalised frontier orbital, the shift fixed by
the frontier condition tends to the step as the frontier occupation tends to `0` from above. -/
theorem tendsto_shift {φ₁ φ₂ u₁ u₂ : ι → ℝ} (h : ∀ x, φ₁ x ≠ 0)
    (h₂ : ∑ x, φ₂ x ^ 2 = 1) {c : ℝ → ℝ}
    (hc : ∀ f, 0 < f → FrontierCondition φ₁ φ₂ u₁ u₂ f (c f)) :
    Tendsto c (𝓝[>] 0) (𝓝 (kliStep φ₂ u₁ u₂)) := by
  -- each overlap weight tends to `φ₂²`
  have hw : ∀ x, Tendsto (fun f => overlapWeight φ₁ φ₂ f x) (𝓝[>] 0) (𝓝 (φ₂ x ^ 2)) := by
    intro x
    have hcont : ContinuousAt
        (fun f : ℝ => φ₁ x ^ 2 * φ₂ x ^ 2 / (φ₁ x ^ 2 + f * φ₂ x ^ 2)) 0 := by
      refine ContinuousAt.div (by fun_prop) (by fun_prop) ?_
      simpa using h x
    have h0 : Tendsto (fun f : ℝ => φ₁ x ^ 2 * φ₂ x ^ 2 / (φ₁ x ^ 2 + f * φ₂ x ^ 2))
        (𝓝[>] 0) (𝓝 (φ₁ x ^ 2 * φ₂ x ^ 2 / (φ₁ x ^ 2 + 0 * φ₂ x ^ 2))) :=
      hcont.tendsto.mono_left nhdsWithin_le_nhds
    rw [zero_mul, add_zero, mul_div_cancel_left₀ _ (pow_ne_zero 2 (h x))] at h0
    exact h0
  have hnum : Tendsto (fun f => ∑ x, overlapWeight φ₁ φ₂ f x * (u₂ x - u₁ x)) (𝓝[>] 0)
      (𝓝 (kliStep φ₂ u₁ u₂)) :=
    tendsto_finsetSum _ fun x _ => (hw x).mul_const _
  have hden : Tendsto (fun f => ∑ x, overlapWeight φ₁ φ₂ f x) (𝓝[>] 0)
      (𝓝 (∑ x, φ₂ x ^ 2)) := tendsto_finsetSum _ fun x _ => hw x
  rw [h₂] at hden
  have hq := hnum.div hden one_ne_zero
  rw [div_one] at hq
  refine hq.congr' ?_
  filter_upwards [self_mem_nhdsWithin] with f hf
  exact ((frontierCondition_iff u₁ u₂ h h₂ (le_of_lt hf) (c f)).1 (hc f hf)).symm
```

## (g) The limiting potential

Show that at every grid point, as f → 0+,

v − u₁ → Σφ₂²(u₂ − u₁).

**Solution.** In (b), c → Δ by (f), while the remaining term carries a factor f over a density with nonzero limit. Lean combines these limits in `hq`.

```lean
/-- For a nowhere vanishing filled orbital and a normalised frontier orbital, `v - u₁` tends at
every grid point to the same constant `∑ φ₂² (u₂ - u₁)` as the occupation tends to `0+`, provided
that `c` satisfies the frontier condition at every `f > 0`. -/
theorem tendsto_kliPotential_sub {φ₁ φ₂ u₁ u₂ : ι → ℝ} (h : ∀ x, φ₁ x ≠ 0)
    (h₂ : ∑ x, φ₂ x ^ 2 = 1) {c : ℝ → ℝ}
    (hc : ∀ f, 0 < f → FrontierCondition φ₁ φ₂ u₁ u₂ f (c f)) (x : ι) :
    Tendsto (fun f => kliPotential φ₁ φ₂ u₁ u₂ f (c f) x - u₁ x) (𝓝[>] 0)
      (𝓝 (∑ y, φ₂ y ^ 2 * (u₂ y - u₁ y))) := by
  have hcl := tendsto_shift h h₂ hc
  have hf0 : Tendsto (fun f : ℝ => f) (𝓝[>] 0) (𝓝 0) :=
    tendsto_id.mono_left nhdsWithin_le_nhds
  have hn : Tendsto (fun f => density φ₁ φ₂ f x) (𝓝[>] 0)
      (𝓝 (φ₁ x ^ 2 + 0 * φ₂ x ^ 2)) := (hf0.mul_const _).const_add _
  -- the position-dependent part carries a factor `f` and dies out
  have hq := hcl.add (((hf0.mul_const (φ₂ x ^ 2)).mul
    (hcl.const_sub (u₂ x - u₁ x))).div hn (by simpa using h x))
  simp only [zero_mul, zero_div, add_zero] at hq
  refine hq.congr' ?_
  filter_upwards [self_mem_nhdsWithin] with f hf
  exact (kliPotential_sub_lower φ₂ u₁ u₂ h (le_of_lt hf) (c f) x).symm
```

## (h) The jump from zero occupation

At f = 0 the frontier orbital is φ₁, so the potential v₀, with constant c₀, obeys Σφ₁²(v₀ − u₁) = 0. With both orbitals normalised, show that

v − v₀ → Δ.

**Solution.** By (b) at f = 0, v₀ − u₁ = c₀. The condition gives c₀ = 0 (`hz`), so v₀ = u₁ and (g) applies. This derivative discontinuity is a jump of the potential; no energy is differentiated.

```lean
/-- Derivative discontinuity: let both orbitals be normalised and the filled one nowhere zero. If
the potential obeys the frontier condition of `φ₂` at every `f > 0` and that of `φ₁` at `f = 0`,
then its value at `f > 0` minus its value at `f = 0` tends to the constant `kliStep` as `f → 0+`. -/
theorem derivative_discontinuity {φ₁ φ₂ u₁ u₂ : ι → ℝ} (h : ∀ x, φ₁ x ≠ 0)
    (h₁ : ∑ x, φ₁ x ^ 2 = 1) (h₂ : ∑ x, φ₂ x ^ 2 = 1) {c : ℝ → ℝ}
    (hc : ∀ f, 0 < f → FrontierCondition φ₁ φ₂ u₁ u₂ f (c f)) {c₀ : ℝ}
    (h₀ : ∑ x, φ₁ x ^ 2 * (kliPotential φ₁ φ₂ u₁ u₂ 0 c₀ x - u₁ x) = 0) (x : ι) :
    Tendsto (fun f => kliPotential φ₁ φ₂ u₁ u₂ f (c f) x - kliPotential φ₁ φ₂ u₁ u₂ 0 c₀ x)
      (𝓝[>] 0) (𝓝 (kliStep φ₂ u₁ u₂)) := by
  have hv : ∀ y, kliPotential φ₁ φ₂ u₁ u₂ 0 c₀ y - u₁ y = c₀ := by
    intro y
    rw [kliPotential_sub_lower φ₂ u₁ u₂ h le_rfl c₀ y, zero_mul, zero_mul, zero_div, add_zero]
  -- the condition at `f = 0` removes the constant
  have hz : c₀ = 0 := by
    simp only [hv] at h₀
    rwa [← Finset.sum_mul, h₁, one_mul] at h₀
  have hx : kliPotential φ₁ φ₂ u₁ u₂ 0 c₀ x = u₁ x := by
    linarith [hv x]
  rw [hx]
  exact tendsto_kliPotential_sub h h₂ hc x
```

## (i) A nonzero step on two points

Take φ₁ = (3/5, 4/5), φ₂ = (4/5, −3/5), u₁ = (0, 0), u₂ = (1, 0). Check that the orbitals are orthonormal, φ₁ has no zero, and

Δ = 16/25.

**Solution.** Both norms are 9/25 + 16/25 = 1, the overlap is 12/25 − 12/25 = 0, and Δ = (16/25)·1 + (9/25)·0. `norm_num` does this arithmetic.

```lean
/-- On a two-point grid the orthonormal orbitals `(3/5, 4/5)` and `(4/5, -3/5)`, with `u₁ = 0`
and `u₂ = (1, 0)`, have the step `16/25`. -/
theorem kliStep_witness :
    (∀ x, (![3/5, 4/5] : Fin 2 → ℝ) x ≠ 0) ∧
    ∑ x, (![3/5, 4/5] : Fin 2 → ℝ) x ^ 2 = 1 ∧
    ∑ x, (![4/5, -3/5] : Fin 2 → ℝ) x ^ 2 = 1 ∧
    ∑ x, (![3/5, 4/5] : Fin 2 → ℝ) x * (![4/5, -3/5] : Fin 2 → ℝ) x = 0 ∧
    kliStep (![4/5, -3/5] : Fin 2 → ℝ) ![0, 0] ![1, 0] = 16/25 := by
  refine ⟨?_, ?_, ?_, ?_, ?_⟩
  · intro x
    fin_cases x <;> norm_num
  · norm_num [Fin.sum_univ_two]
  · norm_num [Fin.sum_univ_two]
  · norm_num [Fin.sum_univ_two]
  · norm_num [kliStep, Fin.sum_univ_two]

end

end KLIDiscontinuity
```

```lean
#print axioms KLIDiscontinuity.kliPotential_sub_lower
-- 'KLIDiscontinuity.kliPotential_sub_lower' depends on axioms: [propext, Classical.choice, Quot.sound]
#print axioms KLIDiscontinuity.shift_selfConsistent
-- 'KLIDiscontinuity.shift_selfConsistent' depends on axioms: [propext, Classical.choice, Quot.sound]
#print axioms KLIDiscontinuity.step_sub_shift
-- 'KLIDiscontinuity.step_sub_shift' depends on axioms: [propext, Classical.choice, Quot.sound]
#print axioms KLIDiscontinuity.derivative_discontinuity
-- 'KLIDiscontinuity.derivative_discontinuity' depends on axioms: [propext, Classical.choice, Quot.sound]
```

## The plateau at small occupation

In a KLI calculation on a molecule with only these two orbitals and small f, v lies near u₁ + c where φ₁² far exceeds f φ₂², and near u₂ where f φ₂² dominates. If φ₂ decays more slowly than φ₁, one expects a plateau raised by about Δ (lowered if Δ < 0) around the molecule, with an edge that moves outwards as f decreases. On a nodal surface of φ₂ that extends to infinity, v stays at u₁ + c and there is no edge.
